# A symmetric one-dimensional finite square well of strength $z_0$ has $\lceil 2z_0/\pi\rceil$ bound levels

A particle of mass $m$ moves on a line in a symmetric well of depth $V_0$ and half-width $a$: how many bound levels does it have? To count them we must choose what a bound level is, and here it is a wave number at which an oscillating wave inside the well joins decaying tails smoothly at both walls. Parity is not assumed.

Lengths are measured in units of $a$, so the walls sit at $x=\pm1$. For a level of energy $E$, with $-V_0<E<0$ measured from the top of the well,

$$z_0=\frac{a\sqrt{2mV_0}}{\hbar},\qquad z=\frac{a\sqrt{2m(E+V_0)}}{\hbar},\qquad \kappa=\sqrt{z_0^2-z^2}=\frac{a\sqrt{-2mE}}{\hbar}.$$

All three are dimensionless; textbooks often use $\kappa$ for the decay constant before multiplication by $a$. The step from the Schrödinger equation to this model, namely that every bound state has the piecewise form below with an energy in this range, is taken from physics and is not part of the Lean code.

## The wave and its matching conditions

```lean
import Mathlib

open Real

namespace FiniteSquareWell

noncomputable section

/-- The wave inside the well, with wave number `z` and amplitudes `A` (even part) and `B`
(odd part); the walls are at `x = -1` and `x = 1`. -/
def inside (z A B x : ℝ) : ℝ := A * cos (z * x) + B * sin (z * x)
```

This is the inner wave $\psi(x)=A\cos zx+B\sin zx$. The type `ℝ` says that the wave number, amplitudes and position are real numbers.

```lean
/-- An exponential tail of amplitude `C`, which for `κ > 0` decays to the right and for
`κ < 0` decays to the left. -/
def tail (κ C x : ℝ) : ℝ := C * exp (-κ * x)
```

The tail is $Ce^{-\kappa x}$. One definition serves both sides: the left tail uses $-\kappa$ in place of $\kappa$.

```lean
/-- The decay constant outside a well of strength `z₀` for inner wave number `z`,
where `0 ≤ z ≤ z₀`. -/
def decay (z₀ z : ℝ) : ℝ := √(z₀ ^ 2 - z ^ 2)
```

`decay z₀ z` is the $\kappa$ defined above.

```lean
/-- The wave number `z` between `0` and `z₀` is a bound level if some non-zero inner wave joins
decaying tails with continuous value and slope at both walls. -/
def IsBoundLevel (z₀ z : ℝ) : Prop :=
  0 < z ∧ z < z₀ ∧ ∃ A B C D : ℝ, (A ≠ 0 ∨ B ≠ 0) ∧
    inside z A B 1 = tail (decay z₀ z) C 1 ∧
    deriv (inside z A B) 1 = deriv (tail (decay z₀ z) C) 1 ∧
    inside z A B (-1) = tail (-decay z₀ z) D (-1) ∧
    deriv (inside z A B) (-1) = deriv (tail (-decay z₀ z) D) (-1)
```

`Prop` marks a statement, which may be true or false. It says that $0<z<z_0$ and that amplitudes $A,B,C,D$ exist, with $A$ and $B$ not both zero, such that value and slope agree at each wall. Here `deriv` is the derivative. Written out, the conditions at $x=1$ and then $x=-1$ are

$$\begin{aligned}
A\cos z+B\sin z&=Ce^{-\kappa}, & z(B\cos z-A\sin z)&=-\kappa Ce^{-\kappa},\\
A\cos z-B\sin z&=De^{-\kappa}, & z(B\cos z+A\sin z)&=\kappa De^{-\kappa}.
\end{aligned}$$

The strict inequality $z<z_0$ makes $\kappa$ positive, so the tails really decay.

```lean
/-- The phase `z + arcsin (z / z₀)`, for a well strength `z₀ ≠ 0`. -/
def phase (z₀ z : ℝ) : ℝ := z + arcsin (z / z₀)
```

Call this function $\theta(z)=z+\arcsin(z/z_0)$. The name `phase` does not refer to a scattering phase shift; $\theta$ is an angle that will label the levels.

## Slopes on the two sides of a wall

```lean
/-- The slope of the wave inside the well. -/
theorem hasDerivAt_inside (z A B x : ℝ) :
    HasDerivAt (inside z A B) (z * (B * cos (z * x) - A * sin (z * x))) x := by
  have h : HasDerivAt (fun y : ℝ => z * y) z x := by
    simpa using (hasDerivAt_id' x).const_mul z
  exact ((h.cos.const_mul A).fun_add (h.sin.const_mul B)).congr_deriv (by ring)
```

`HasDerivAt f f' x` reads "$f$ has derivative $f'$ at $x$". The theorem states $\psi'(x)=z(B\cos zx-A\sin zx)$. Its proof differentiates $zx$, then applies the chain rule to the cosine and sine.

```lean
/-- The slope of an exponential tail is `-κ` times its value. -/
theorem hasDerivAt_tail (κ C x : ℝ) :
    HasDerivAt (tail κ C) (-κ * (C * exp (-κ * x))) x := by
  have h : HasDerivAt (fun y : ℝ => -κ * y) (-κ) x := by
    simpa using (hasDerivAt_id' x).const_mul (-κ)
  exact (h.exp.const_mul C).congr_deriv (by ring)
```

In the same way, the slope of the tail is $-\kappa Ce^{-\kappa x}$.

## Eliminating the amplitudes

```lean
/-- Matching at both walls is possible for `0 < z < z₀` exactly when the even condition
`z sin z = κ cos z` or the odd condition `z cos z = -κ sin z` holds. -/
theorem isBoundLevel_iff (z₀ z : ℝ) :
    IsBoundLevel z₀ z ↔ 0 < z ∧ z < z₀ ∧
      (z * sin z = decay z₀ z * cos z ∨ z * cos z = -(decay z₀ z * sin z)) := by
  have hd : ∀ A B x, deriv (inside z A B) x = z * (B * cos (z * x) - A * sin (z * x)) :=
    fun A B x => (hasDerivAt_inside z A B x).deriv
  have ht : ∀ κ C x, deriv (tail κ C) x = -κ * (C * exp (-κ * x)) :=
    fun κ C x => (hasDerivAt_tail κ C x).deriv
  unfold IsBoundLevel
  simp only [hd, ht]
  simp only [inside, tail, mul_neg, mul_one, neg_neg, neg_mul, cos_neg, sin_neg]
  generalize decay z₀ z = κ
  constructor
  · rintro ⟨h0, hz, A, B, C, D, hAB, h1, h2, h3, h4⟩
    refine ⟨h0, hz, ?_⟩
    -- sums and differences of the wall conditions separate the two parities
    have hA : A * (z * sin z - κ * cos z) = 0 := by
      linear_combination (h4 - h2) / 2 - κ / 2 * (h1 + h3)
    have hB : B * (z * cos z + κ * sin z) = 0 := by
      linear_combination (h2 + h4) / 2 + κ / 2 * (h1 - h3)
    rcases hAB with h | h
    · left
      linarith [(mul_eq_zero.mp hA).resolve_left h]
    · right
      linarith [(mul_eq_zero.mp hB).resolve_left h]
  · rintro ⟨h0, hz, h⟩
    have hE : exp κ * exp (-κ) = 1 := by rw [← exp_add, add_neg_cancel, exp_zero]
    rcases h with h | h
    · refine ⟨h0, hz, 1, 0, cos z * exp κ, cos z * exp κ, Or.inl one_ne_zero, ?_, ?_, ?_, ?_⟩
      · linear_combination -cos z * hE
      · linear_combination -h + κ * cos z * hE
      · linear_combination -cos z * hE
      · linear_combination h - κ * cos z * hE
    · refine ⟨h0, hz, 0, 1, sin z * exp κ, -(sin z * exp κ), Or.inr one_ne_zero, ?_, ?_, ?_, ?_⟩
      · linear_combination -sin z * hE
      · linear_combination h + κ * sin z * hE
      · linear_combination sin z * hE
      · linear_combination h + κ * sin z * hE
```

The symbol `↔` means "if and only if". Substituting the value condition into the slope condition at each wall removes $C$ and $D$:

$$\begin{aligned}
z(B\cos z-A\sin z)&=-\kappa(A\cos z+B\sin z),\\
z(B\cos z+A\sin z)&=\kappa(A\cos z-B\sin z).
\end{aligned}$$

Half the difference and half the sum of these equations give

$$A(z\sin z-\kappa\cos z)=0,\qquad B(z\cos z+\kappa\sin z)=0.$$

These are `hA` and `hB`; `linear_combination` verifies that they follow from the wall conditions with the stated coefficients. Since $A$ or $B$ is non-zero, at least one bracket vanishes.

Conversely, if the even condition $z\sin z=\kappa\cos z$ holds, take $A=1$, $B=0$ and $C=D=e^\kappa\cos z$. If the odd condition $z\cos z=-\kappa\sin z$ holds, take $A=0$, $B=1$ and $C=-D=e^\kappa\sin z$. The proof supplies these amplitudes and checks the four wall conditions. The waves are unnormalised; for unit norm in the variable $x$, multiply either one by $\sqrt{\kappa/(1+\kappa)}$.

The theorem keeps the conditions as products. Dividing by $\cos z$ or $\sin z$ by hand gives the textbook equations $z\tan z=\kappa$ and $-z\cot z=\kappa$. The divisor is never zero: if $\cos z=0$, the even condition would force $z\sin z=0$, although $z>0$ and $\sin z=\pm1$. The odd case is similar.

## One angle for both parities

```lean
/-- For `0 < z < z₀`, the wave number `z` is a bound level exactly when its phase is an integer
multiple of `π / 2`. -/
theorem isBoundLevel_iff_phase {z₀ z : ℝ} (h0 : 0 < z) (hz : z < z₀) :
    IsBoundLevel z₀ z ↔ ∃ n : ℤ, phase z₀ z = n * (π / 2) := by
  have hz₀ : 0 < z₀ := h0.trans hz
  obtain ⟨φ, hφ⟩ : ∃ φ, φ = arcsin (z / z₀) := ⟨_, rfl⟩
  have hs : z₀ * sin φ = z := by
    have h1 : 0 ≤ z / z₀ := by positivity
    rw [hφ, sin_arcsin (by linarith) ((div_le_one hz₀).mpr hz.le)]
    field_simp
  have hc : decay z₀ z = z₀ * cos φ := by
    have hcos : 0 ≤ cos φ := by rw [hφ]; exact cos_arcsin_nonneg _
    have hsq : z₀ ^ 2 - z ^ 2 = (z₀ * cos φ) ^ 2 := by
      linear_combination (z₀ * sin φ + z) * hs - z₀ ^ 2 * sin_sq_add_cos_sq φ
    rw [decay, hsq, Real.sqrt_sq (by positivity)]
  -- the two parity conditions are the zeros of cosine and sine of the phase
  have e1 : z * sin z - decay z₀ z * cos z = -(z₀ * cos (z + φ)) := by
    rw [cos_add, hc]
    linear_combination -sin z * hs
  have e2 : z * cos z + decay z₀ z * sin z = z₀ * sin (z + φ) := by
    rw [sin_add, hc]
    linear_combination -cos z * hs
  have h2 : (z * sin z = decay z₀ z * cos z ∨ z * cos z = -(decay z₀ z * sin z)) ↔
      sin (2 * (z + φ)) = 0 := by
    rw [sin_two_mul, ← sub_eq_zero (a := z * sin z), ← sub_eq_zero (a := z * cos z),
      sub_neg_eq_add, e1, e2]
    simp [hz₀.ne', or_comm]
  rw [isBoundLevel_iff, phase, ← hφ, h2, sin_eq_zero_iff]
  simp only [h0, hz, true_and]
  exact exists_congr fun n => ⟨fun h => by linarith, fun h => by linarith⟩
```

The hypotheses `h0` and `hz` say $0<z<z_0$, and `ℤ` is the type of integers. Put $\varphi=\arcsin(z/z_0)$. Then $z=z_0\sin\varphi$, which is `hs`, and

$$\kappa=\sqrt{z_0^2-z_0^2\sin^2\varphi}=z_0\cos\varphi,$$

which is `hc`; the root has this sign because $\cos\varphi\ge0$. The addition formulas now give `e1` and `e2`:

$$\begin{aligned}
z\sin z-\kappa\cos z&=-z_0\cos(z+\varphi),\\
z\cos z+\kappa\sin z&=z_0\sin(z+\varphi).
\end{aligned}$$

So $z$ is a level exactly when the cosine or the sine of $\theta=z+\varphi$ vanishes. Because $\sin2\theta=2\sin\theta\cos\theta$, this is the single condition $\sin2\theta=0$, stated in `h2`. Its solutions are $\theta=n\pi/2$ with $n$ an integer. Odd $n$ gives even waves, and even $n$ gives odd waves.

```lean
/-- The phase grows strictly with the wave number, for `z₀ > 0`. -/
theorem phase_strictMono {z₀ : ℝ} (hz₀ : 0 < z₀) : StrictMono (phase z₀) := by
  intro a b hab
  have h : a / z₀ ≤ b / z₀ := by gcongr
  have h' := monotone_arcsin h
  unfold phase
  linarith
```

`StrictMono` means that a larger argument always gives a larger value of $\theta$. The arcsine term does not decrease, and the term $z$ increases strictly, so their sum does too. No two levels can therefore share the same value of $\theta$.

## Counting the levels

```lean
/-- A finite square well of strength `z₀ > 0` has exactly `⌈2 z₀ / π⌉` bound levels. -/
theorem ncard_boundLevels {z₀ : ℝ} (hz₀ : 0 < z₀) :
    {z | IsBoundLevel z₀ z}.ncard = ⌈2 * z₀ / π⌉₊ := by
  have hpi := pi_pos
  have hmono := phase_strictMono hz₀
  have hp0 : phase z₀ 0 = 0 := by simp [phase]
  have hp1 : phase z₀ z₀ = z₀ + π / 2 := by rw [phase, div_self hz₀.ne', arcsin_one]
  have hcont : Continuous (phase z₀) :=
    continuous_id.add (continuous_arcsin.comp (continuous_id.div_const z₀))
  -- the phases of the levels are the positive multiples of π/2 below z₀ + π/2
  have himg : phase z₀ '' {z | IsBoundLevel z₀ z} =
      (fun n : ℕ => ((n : ℝ) + 1) * (π / 2)) '' Set.Iio ⌈2 * z₀ / π⌉₊ := by
    ext y
    constructor
    · rintro ⟨z, hz, rfl⟩
      obtain ⟨h0, h1, _⟩ := id hz
      obtain ⟨n, hn⟩ := (isBoundLevel_iff_phase h0 h1).mp hz
      have lo := hmono h0
      have hi := hmono h1
      rw [hp0, hn] at lo
      rw [hp1, hn] at hi
      have hnpos : (0 : ℝ) < n := by
        by_contra hneg
        nlinarith
      have hn0 : 0 < n := by exact_mod_cast hnpos
      obtain ⟨m, rfl⟩ : ∃ m : ℕ, n = (m : ℤ) + 1 := ⟨(n - 1).toNat, by omega⟩
      have hcast : (((m : ℤ) + 1 : ℤ) : ℝ) = (m : ℝ) + 1 := by norm_num
      rw [hcast] at hn hi
      refine ⟨m, ?_, hn.symm⟩
      rw [Set.mem_Iio, Nat.lt_ceil, lt_div_iff₀ hpi]
      linarith
    · rintro ⟨m, hm, rfl⟩
      rw [Set.mem_Iio, Nat.lt_ceil, lt_div_iff₀ hpi] at hm
      have hmem : ((m : ℝ) + 1) * (π / 2) ∈ Set.Ioo (phase z₀ 0) (phase z₀ z₀) := by
        rw [hp0, hp1]
        exact ⟨by positivity, by linarith⟩
      obtain ⟨z, ⟨h0, h1⟩, hz⟩ := intermediate_value_Ioo hz₀.le hcont.continuousOn hmem
      exact ⟨z, (isBoundLevel_iff_phase h0 h1).mpr ⟨(m : ℤ) + 1, by rw [hz]; norm_num⟩, hz⟩
  have hinj : Function.Injective (fun n : ℕ => ((n : ℝ) + 1) * (π / 2)) := by
    intro a b h
    have h' : ((a : ℝ) + 1) * (π / 2) = ((b : ℝ) + 1) * (π / 2) := h
    have h2 := mul_right_cancel₀ (by positivity : π / 2 ≠ 0) h'
    have h3 : (a : ℝ) = b := by linarith
    exact_mod_cast h3
  have hcard := Set.ncard_image_of_injective {z | IsBoundLevel z₀ z} hmono.injective
  rw [← hcard, himg, Set.ncard_image_of_injective _ hinj, Set.ncard_eq_toFinset_card']
  simp
```

The set in braces contains all bound levels, `ncard` is its number of elements, and `⌈ ⌉₊` is the ceiling as a natural number. Since `ncard` would return zero for an infinite set, the positive answer here also tells us that the set is finite.

At the ends of the interval, $\theta(0)=0$ and $\theta(z_0)=z_0+\pi/2$. Any level has $\theta$ strictly between these values, so $\theta=(m+1)\pi/2$ for some $m=0,1,2,\dots$ (from here on $m$ is this index, not the mass), with

$$(m+1)\frac{\pi}{2}<z_0+\frac{\pi}{2}\quad\Longleftrightarrow\quad m<\frac{2z_0}{\pi}.$$

Conversely, $\theta$ is continuous, so the intermediate value theorem supplies a $z$ in $(0,z_0)$ for every such $m$. There are $\lceil2z_0/\pi\rceil$ natural numbers $m$ below $2z_0/\pi$, hence that many levels.

In Lean, `himg` expresses this correspondence as an equality of two sets of angles: those reached by the levels, and those of the form $(m+1)\pi/2$ with $m$ in range. Its two halves are the two directions above. The maps from levels to angles and from $m$ to angles are both injective, meaning that different inputs give different outputs, so the sets have equal size.

However small $z_0>0$ is, the well has at least one level, because $m=0$ is always allowed. For a single particle of constant mass in this symmetric one-dimensional well, the count tells a numerical root search how many levels it should find.

## The floor formula and the threshold case

```lean
/-- If `z₀ > 0` and `2 z₀ / π` is not an integer, the well has exactly `⌊2 z₀ / π⌋ + 1`
bound levels. -/
theorem ncard_boundLevels_floor {z₀ : ℝ} (hz₀ : 0 < z₀) (hint : ∀ n : ℕ, 2 * z₀ / π ≠ n) :
    {z | IsBoundLevel z₀ z}.ncard = ⌊2 * z₀ / π⌋₊ + 1 := by
  have hnn : 0 ≤ 2 * z₀ / π := by positivity
  rw [ncard_boundLevels hz₀, Nat.ceil_eq_iff (Nat.add_one_ne_zero _), Nat.add_sub_cancel]
  refine ⟨lt_of_le_of_ne (Nat.floor_le hnn) (hint _).symm, ?_⟩
  have h := (Nat.lt_floor_add_one (2 * z₀ / π)).le
  exact_mod_cast h

end

end FiniteSquareWell
```

The hypothesis `hint` says that $2z_0/\pi$ differs from every natural number; as the ratio is positive, this means that it is not an integer. Write $r=2z_0/\pi$ and $k=\lfloor r\rfloor$. Then $k\le r<k+1$, and `hint` excludes $r=k$. Hence $k<r\le k+1$, which is precisely the condition for $\lceil r\rceil=k+1$. The proof obtains the strict inequality from `lt_of_le_of_ne` and the upper bound from `Nat.lt_floor_add_one`.

Without `hint`, the floor formula fails at $z_0=\pi/2$. There $2z_0/\pi=1$, so the formula would give two levels, while the ceiling theorem gives one. The missing candidate is $z=z_0$, with inner wave $\sin(\pi x/2)$. Its slope vanishes at the walls and $\kappa=0$, so it continues outside as a constant and cannot be normalised.

```lean
#print axioms FiniteSquareWell.ncard_boundLevels
#print axioms FiniteSquareWell.ncard_boundLevels_floor
```

```
'FiniteSquareWell.ncard_boundLevels' depends on axioms: [propext, Classical.choice, Quot.sound]
'FiniteSquareWell.ncard_boundLevels_floor' depends on axioms: [propext, Classical.choice, Quot.sound]
```
